# An SU(2) Möbius map rotates the sphere of Majorana stars

If $|a|^2+|b|^2=1$, the map $M(z)=(az+b)/(-\bar b z+\bar a)$ moves the sphere points $S(z)=(2\,\mathrm{Re}\,z,\;2\,\mathrm{Im}\,z,\;1-|z|^2)/(1+|z|^2)$ by a single rotation $R$: $S(M(z))=R\,S(z)$ for every complex $z$ at which the denominator of $M$ is nonzero. For such $z$, the number $M(z)$ is a Majorana star of the rotated spin state exactly when $z$ is a star of the original one.

```lean
import Mathlib

open Matrix ComplexConjugate

namespace MajoranaStarRotation

noncomputable section

/-- The point of the unit sphere that represents the complex number `z`. -/
def stereo (z : ℂ) : Fin 3 → ℝ :=
  ![2 * z.re / (1 + ‖z‖ ^ 2), 2 * z.im / (1 + ‖z‖ ^ 2), (1 - ‖z‖ ^ 2) / (1 + ‖z‖ ^ 2)]

/-- The unnormalised Bloch vector of the spinor `(u, v)`. -/
def bloch (u v : ℂ) : Fin 3 → ℝ :=
  ![2 * (conj u * v).re, 2 * (conj u * v).im, Complex.normSq u - Complex.normSq v]

/-- The Möbius map of the complex plane with SU(2) parameters `a` and `b`. -/
def mobius (a b z : ℂ) : ℂ := (a * z + b) / (-conj b * z + conj a)

/-- The real 3×3 matrix built from the SU(2) parameters `a` and `b`. -/
def rot (a b : ℂ) : Matrix (Fin 3) (Fin 3) ℝ :=
  !![a.re ^ 2 - a.im ^ 2 - b.re ^ 2 + b.im ^ 2, -2 * (a.re * a.im + b.re * b.im),
      2 * (a.re * b.re - a.im * b.im);
    2 * (a.re * a.im - b.re * b.im), a.re ^ 2 - a.im ^ 2 + b.re ^ 2 - b.im ^ 2,
      2 * (a.re * b.im + a.im * b.re);
    -2 * (a.re * b.re + a.im * b.im), 2 * (a.im * b.re - a.re * b.im),
      a.re ^ 2 + a.im ^ 2 - b.re ^ 2 - b.im ^ 2]

/-- The binary form of degree `N` with coefficients `c`; the finite stars of the state are the
numbers `z` at which it vanishes on the spinor `(1, z)`. -/
def starForm (N : ℕ) (c : Fin (N + 1) → ℂ) (u v : ℂ) : ℂ :=
  ∑ k : Fin (N + 1), c k * (u ^ (N - (k : ℕ)) * v ^ (k : ℕ))

/-- The form of the rotated state: the old form evaluated on the spinor rotated back. -/
def rotatedForm (a b : ℂ) (N : ℕ) (c : Fin (N + 1) → ℂ) (u v : ℂ) : ℂ :=
  starForm N c (a * u + conj b * v) (-b * u + conj a * v)

/-- For normalised SU(2) parameters the matrix `rot a b` is orthogonal with determinant one. -/
theorem rot_isRotation (a b : ℂ) (h : ‖a‖ ^ 2 + ‖b‖ ^ 2 = 1) :
    (rot a b)ᵀ * rot a b = 1 ∧ (rot a b).det = 1 := by
  have h' : Complex.normSq a + Complex.normSq b = 1 := by
    simpa only [Complex.sq_norm] using h
  -- the product is a power of `|a|² + |b|²` times the identity, the determinant a power of it
  have h1 : (rot a b)ᵀ * rot a b =
      ((Complex.normSq a + Complex.normSq b) ^ 2) • (1 : Matrix (Fin 3) (Fin 3) ℝ) := by
    ext i j
    fin_cases i <;> fin_cases j <;>
      simp [rot, Matrix.mul_apply, Fin.sum_univ_succ, Complex.normSq_apply] <;> ring
  have h2 : (rot a b).det = (Complex.normSq a + Complex.normSq b) ^ 3 := by
    rw [Matrix.det_fin_three]
    simp [rot, Complex.normSq_apply]
    ring
  rw [h1, h2, h']
  simp

/-- An SU(2) transformation of a spinor acts on its Bloch vector as the matrix `rot a b`. -/
theorem bloch_transform (a b u v : ℂ) :
    bloch (-conj b * v + conj a * u) (a * v + b * u) = rot a b *ᵥ bloch u v := by
  ext i
  fin_cases i <;>
    simp [bloch, rot, Matrix.mulVec, dotProduct, Fin.sum_univ_succ, Complex.normSq_apply] <;>
    ring

/-- Multiplying a spinor by a complex number `t` multiplies its Bloch vector by `|t|²`. -/
theorem bloch_scale (t u v : ℂ) :
    bloch (t * u) (t * v) = Complex.normSq t • bloch u v := by
  ext i
  fin_cases i <;> simp [bloch, Complex.normSq_apply] <;> ring

/-- The sphere point of `z` is the normalised Bloch vector of the spinor `(1, z)`. -/
theorem stereo_eq_bloch (z : ℂ) :
    stereo z = (1 + Complex.normSq z)⁻¹ • bloch 1 z := by
  ext i
  fin_cases i <;> simp [stereo, bloch, Complex.sq_norm, div_eq_inv_mul]

/-- For normalised SU(2) parameters there is one rotation that takes the sphere point of each
complex `z` to that of its Möbius image if the denominator is nonzero, and to the south pole if the
denominator is zero. -/
theorem mobius_is_rotation (a b : ℂ) (h : ‖a‖ ^ 2 + ‖b‖ ^ 2 = 1) :
    ∃ R : Matrix (Fin 3) (Fin 3) ℝ, Rᵀ * R = 1 ∧ R.det = 1 ∧
      (∀ z : ℂ, -conj b * z + conj a ≠ 0 → stereo (mobius a b z) = R *ᵥ stereo z) ∧
      (∀ z : ℂ, -conj b * z + conj a = 0 → R *ᵥ stereo z = ![0, 0, -1]) := by
  have h' : Complex.normSq a + Complex.normSq b = 1 := by
    simpa only [Complex.sq_norm] using h
  -- the norm of the spinor `(1, z)` is conserved
  have hnorm : ∀ z : ℂ, Complex.normSq (-conj b * z + conj a) + Complex.normSq (a * z + b)
      = 1 + Complex.normSq z := by
    intro z
    have e : Complex.normSq (-conj b * z + conj a) + Complex.normSq (a * z + b)
        = (Complex.normSq a + Complex.normSq b) * (1 + Complex.normSq z) := by
      simp [Complex.normSq_apply]
      ring
    rw [e, h', one_mul]
  have hrot : ∀ z : ℂ, rot a b *ᵥ stereo z =
      (1 + Complex.normSq z)⁻¹ • bloch (-conj b * z + conj a) (a * z + b) := by
    intro z
    have e := bloch_transform a b 1 z
    simp only [mul_one] at e
    rw [stereo_eq_bloch, Matrix.mulVec_smul, e]
  refine ⟨rot a b, (rot_isRotation a b h).1, (rot_isRotation a b h).2, ?_, ?_⟩
  · intro z hd
    have hw : (-conj b * z + conj a) * mobius a b z = a * z + b := by
      rw [mobius, ← mul_div_assoc, mul_div_cancel_left₀ _ hd]
    have hn := hnorm z
    have hr := hrot z
    rw [← hw] at hn hr
    -- the rotated spinor is a multiple of `(1, mobius a b z)`
    generalize -conj b * z + conj a = d at hd hn hr
    have hs := bloch_scale d 1 (mobius a b z)
    rw [mul_one] at hs
    have hd' : Complex.normSq d ≠ 0 := fun h0 => hd (Complex.normSq_eq_zero.mp h0)
    have hn' : 1 + Complex.normSq z
        = Complex.normSq d * (1 + Complex.normSq (mobius a b z)) := by
      rw [← hn, Complex.normSq_mul]
      ring
    rw [hr, hs, smul_smul, hn', stereo_eq_bloch, mul_inv, mul_right_comm,
      inv_mul_cancel₀ hd', one_mul]
  · intro z hd
    have hn := hnorm z
    rw [hd, map_zero, zero_add] at hn
    have hp : 1 + Complex.normSq z ≠ 0 := by
      have := Complex.normSq_nonneg z
      positivity
    rw [hrot z, hd]
    ext i
    fin_cases i
    · simp [bloch]
    · simp [bloch]
    · change (1 + Complex.normSq z)⁻¹ * (Complex.normSq 0 - Complex.normSq (a * z + b)) = -1
      rw [hn, map_zero, zero_sub, mul_neg, inv_mul_cancel₀ hp]

/-- The scalar product of two sphere points is unchanged when both are moved by the same Möbius map
with normalised SU(2) parameters and both denominators are nonzero. -/
theorem star_angles_preserved (a b z w : ℂ) (h : ‖a‖ ^ 2 + ‖b‖ ^ 2 = 1)
    (hz : -conj b * z + conj a ≠ 0) (hw : -conj b * w + conj a ≠ 0) :
    stereo (mobius a b z) ⬝ᵥ stereo (mobius a b w) = stereo z ⬝ᵥ stereo w := by
  obtain ⟨R, hR, -, hS, -⟩ := mobius_is_rotation a b h
  rw [hS z hz, hS w hw, Matrix.dotProduct_mulVec, ← Matrix.mulVec_transpose,
    Matrix.mulVec_mulVec, hR, Matrix.one_mulVec]

/-- The form of degree `N` is homogeneous: scaling the spinor by `t` gives a factor `t ^ N`. -/
theorem starForm_scale (N : ℕ) (c : Fin (N + 1) → ℂ) (t u v : ℂ) :
    starForm N c (t * u) (t * v) = t ^ N * starForm N c u v := by
  unfold starForm
  rw [Finset.mul_sum]
  refine Finset.sum_congr rfl fun k _ => ?_
  have hk : t ^ N = t ^ (N - (k : ℕ)) * t ^ (k : ℕ) := by
    rw [← pow_add, Nat.sub_add_cancel (Nat.le_of_lt_succ k.isLt)]
  rw [hk, mul_pow, mul_pow]
  ring

/-- For normalised SU(2) parameters and a nonzero denominator, the Möbius image of `z` is a star of
the rotated state exactly when `z` is a star of the original state. -/
theorem majorana_star_moves (a b z : ℂ) (h : ‖a‖ ^ 2 + ‖b‖ ^ 2 = 1)
    (hd : -conj b * z + conj a ≠ 0) (N : ℕ) (c : Fin (N + 1) → ℂ) :
    rotatedForm a b N c 1 (mobius a b z) = 0 ↔ starForm N c 1 z = 0 := by
  have h' : Complex.normSq a + Complex.normSq b = 1 := by
    simpa only [Complex.sq_norm] using h
  have hc : a * conj a + b * conj b = 1 := by
    rw [Complex.mul_conj, Complex.mul_conj]
    exact_mod_cast h'
  have hw : (-conj b * z + conj a) * mobius a b z = a * z + b := by
    rw [mobius, ← mul_div_assoc, mul_div_cancel_left₀ _ hd]
  -- rotating the moved star back returns the spinor `(1, z)` up to a factor
  have e1 : (-conj b * z + conj a) * (a * 1 + conj b * mobius a b z) = 1 := by
    linear_combination conj b * hw + hc
  have e2 : (-conj b * z + conj a) * (-b * 1 + conj a * mobius a b z) = z := by
    linear_combination conj a * hw + z * hc
  have key := starForm_scale N c (-conj b * z + conj a)
    (a * 1 + conj b * mobius a b z) (-b * 1 + conj a * mobius a b z)
  rw [e1, e2] at key
  rw [key, rotatedForm, mul_eq_zero]
  exact ⟨Or.inr, fun H => H.resolve_left (pow_ne_zero N hd)⟩

end

end MajoranaStarRotation
```

```lean
#print axioms MajoranaStarRotation.mobius_is_rotation
#print axioms MajoranaStarRotation.star_angles_preserved
#print axioms MajoranaStarRotation.majorana_star_moves
```

```
'MajoranaStarRotation.mobius_is_rotation' depends on axioms: [propext, Classical.choice, Quot.sound]
'MajoranaStarRotation.star_angles_preserved' depends on axioms: [propext, Classical.choice, Quot.sound]
'MajoranaStarRotation.majorana_star_moves' depends on axioms: [propext, Classical.choice, Quot.sound]
```

## One rotation for all points

The function `stereo` is $S$. It sends $z=0$ to the north pole, and the south pole belongs to the point at infinity. The function `mobius a b` is $M$.

In `mobius_is_rotation` the matrix $R$ is chosen before $z$, so it depends on $a$ and $b$ alone. That it is a rotation is expressed by the two equations $R^{\mathsf T}R=1$ and $\det R=1$. The last clause treats a point with $-\bar b z+\bar a=0$, whose image lies at infinity: $R$ takes $S(z)$ to $(0,0,-1)$. The nonzero denominator is needed in the other clause because Lean's division by zero returns $0$, which would put the image at the north pole.

The theorem `star_angles_preserved` draws the geometric consequence. The scalar product of two sphere points, which is the cosine of the angle between them, is unchanged when both are moved by $M$ and both images are finite.

## Spinors, Bloch vectors and spin states

A spinor $(u,v)$ with $u\neq0$ is represented by the ratio $z=v/u$. Its unnormalised Bloch vector, `bloch u v`, is

$$B(u,v)=(2\,\mathrm{Re}\,\bar u v,\;2\,\mathrm{Im}\,\bar u v,\;|u|^2-|v|^2).$$

Its length is $|u|^2+|v|^2$, so the normalised vector for $(1,z)$ is $S(z)=B(1,z)/(1+|z|^2)$. The SU(2) transformation behind $M$ is

$$u'=\bar a u-\bar b v,\qquad v'=bu+av,$$

and the ratio $v'/u'$ is $M(v/u)$. As a check on the orientation, $a=e^{i\varphi/2}$, $b=0$ gives $M(z)=e^{i\varphi}z$, a turn by $\varphi$ about the vertical axis.

A pure state of spin $N/2$ is described by a binary form, `starForm`:

$$P(u,v)=\sum_{k=0}^{N}c_k\,u^{N-k}v^k.$$

Its finite stars are the $z$ with $P(1,z)=0$. For spin 1/2 with amplitudes $(\chi_1,\chi_2)$, the choice $c_0=-\chi_2$, $c_1=\chi_1$ puts the star at $\chi_2/\chi_1$ when $\chi_1\neq0$, which is the direction of the spin. The rotated state has the form $P'(u,v)=P(au+\bar b v,\,-bu+\bar a v)$, called `rotatedForm`: the old form evaluated on the spinor rotated back.

This description of a rotated state is a definition in the file. It is not derived there from spin operators, and the file does not state how the coefficients $c_k$ follow from the amplitudes in a basis of magnetic quantum numbers. The theorem `majorana_star_moves` concerns finite stars with finite images and does not count multiplicities. It also admits the zero form, which is not a physical state and for which every $z$ counts as a star.

For a single spin $N/2$ whose Hamiltonian is linear in the spin operators, as in a uniform magnetic field, time evolution is an SU(2) rotation, and the constellation of stars turns as a rigid body. For spin 1 and higher, terms quadratic in the spin operators generally deform it.

## From spinors to the rotation matrix

The transformed Bloch vector follows by multiplying out. First,

$$\bar u'v'=(a\bar u-b\bar v)(av+bu)=a^2\,\bar u v-b^2\,u\bar v+ab\,(|u|^2-|v|^2).$$

Writing $B(u,v)=(n_x,n_y,n_z)$, so that $2\bar uv=n_x+in_y$, this becomes

$$n_x'+in_y'=a^2(n_x+in_y)-b^2(n_x-in_y)+2ab\,n_z.$$

For the third component,

$$|u'|^2=|a|^2|u|^2+|b|^2|v|^2-2\,\mathrm{Re}(a\bar b\,\bar uv),$$
$$|v'|^2=|b|^2|u|^2+|a|^2|v|^2+2\,\mathrm{Re}(a\bar b\,\bar uv),$$

and the difference is

$$n_z'=(|a|^2-|b|^2)\,n_z-2\,\mathrm{Re}\big(a\bar b\,(n_x+in_y)\big).$$

All three components are real-linear in $(n_x,n_y,n_z)$. Their coefficients, split into real and imaginary parts, are the entries of `rot a b`, which is $R$. The lemma `bloch_transform` states $B(u',v')=R\,B(u,v)$; Lean checks it component by component, with `ring` comparing the polynomials.

The sum of the same two lines gives

$$|u'|^2+|v'|^2=(|a|^2+|b|^2)(|u|^2+|v|^2).$$

With $|a|^2+|b|^2=1$ the length of the Bloch vector is therefore conserved. Every real three-vector is the Bloch vector of some spinor, so $R$ preserves all lengths and $R^{\mathsf T}R=1$. The determinant is then $\pm1$. It varies continuously over the connected set $|a|^2+|b|^2=1$ and equals $1$ at $a=1$, $b=0$, so it is $1$ throughout.

Lean takes a more direct route in `rot_isRotation`. It expands the matrix entries and the determinant, and finds

$$R^{\mathsf T}R=(|a|^2+|b|^2)^2\,1,\qquad \det R=(|a|^2+|b|^2)^3,$$

before it inserts the normalisation.

## Removing the common factor

Apply the transformation to $(1,z)$ and set $d=-\bar b z+\bar a$. The new spinor is $(d,\,az+b)$, and conservation of the norm reads

$$|d|^2+|az+b|^2=1+|z|^2.$$

Suppose $d\neq0$ and write $w=M(z)$. Then $az+b=dw$, so the new spinor is $d\,(1,w)$. A common factor $d$ multiplies a Bloch vector by $|d|^2$, which is `bloch_scale`, and the norm equation becomes $|d|^2(1+|w|^2)=1+|z|^2$. Hence

$$R\,S(z)=\frac{B(d,dw)}{1+|z|^2}=\frac{|d|^2B(1,w)}{|d|^2(1+|w|^2)}=S(w).$$

In the Lean proof `hnorm` is the norm equation, `hrot` is the first equality, `stereo_eq_bloch` translates between $S$ and $B$, and the final rewriting cancels $|d|^2$.

If $d=0$, the new spinor is $(0,\,az+b)$ with $|az+b|^2=1+|z|^2$. Its Bloch vector is $(0,0,-(1+|z|^2))$, and division by $1+|z|^2$ gives the south pole.

The scalar products follow from orthogonality. For two points $z_1$ and $z_2$ with finite images,

$$S(M(z_1))\cdot S(M(z_2))=S(z_1)\cdot R^{\mathsf T}R\,S(z_2)=S(z_1)\cdot S(z_2).$$

## Why the zeros follow

Keep $d\neq0$ and $w=M(z)$, and rotate the spinor $(1,w)$ back. Multiplied by $d$, its components are

$$d(a+\bar b w)=a(-\bar b z+\bar a)+\bar b(az+b)=|a|^2+|b|^2=1,$$
$$d(-b+\bar a w)=-b(-\bar b z+\bar a)+\bar a(az+b)=(|a|^2+|b|^2)z=z.$$

These are `e1` and `e2` in the proof of `majorana_star_moves`, each obtained by `linear_combination` from $dw=az+b$ and the normalisation. Every term of $P$ has total degree $N$, so $P(tu,tv)=t^N P(u,v)$ for any complex $t$, which is `starForm_scale`. Taking $t=d$ gives

$$P(1,z)=d^N\,P(a+\bar b w,\,-b+\bar a w)=d^N\,P'(1,w).$$

Since $d^N\neq0$, the two forms vanish together. For $N=0$ the factor is $1$ and both sides equal the constant $c_0$.
